# Any nonzero reduced squared angle at which the nonrelativistic loss anisotropy cancels lies between 15 and 16

The anisotropy of the loss collected up to a reduced squared angle `u` is modelled here as the integral of (s/2 − c)/(s + 1)² from s = 0 to s = `u`, with c = 1/γ². The lemma takes the nonrelativistic limit c = 1 and says that if this integral vanishes at some `u` > 0, then 15 < `u` < 16. The attempt first turns the vanishing into the equation (1 + u) ln(1 + u)/u = 3, whose left side is strictly increasing for positive u. It then tries to show that this ratio is below 3 at 15 and above 3 at 16, using numerical bounds on ln 2 and the identity ln 16 = 4 ln 2.

In Lean, a first try:

```lean
import Mathlib

open scoped Real

namespace RootOneBounds

noncomputable section

/-- The anisotropy of the loss collected up to the reduced squared angle `u ≥ 0`,
with `c = 1/γ²`. -/
def anisotropy (c u : ℝ) : ℝ := ∫ s in (0 : ℝ)..u, (s / 2 - c) / (s + 1) ^ 2

/-- The ratio `(1 + u) ln(1 + u) / u`, for `u > 0`. -/
def logRatio (u : ℝ) : ℝ := (1 + u) * Real.log (1 + u) / u

/-- Closed form of the anisotropy for `u ≥ 0`. -/
theorem anisotropy_eq (c : ℝ) {u : ℝ} (hu : 0 ≤ u) :
    anisotropy c u = (Real.log (1 + u) - (1 + 2 * c) * (u / (1 + u))) / 2 := by
  have hpos : ∀ s ∈ Set.uIcc 0 u, s + 1 ≠ 0 := by
    intro s hs
    rw [Set.uIcc_of_le hu] at hs
    linarith [hs.1]
  have hd : ∀ s ∈ Set.uIcc 0 u, HasDerivAt
      (fun s : ℝ => 1 / 2 * Real.log (s + 1) + (1 / 2 + c) / (s + 1))
      ((s / 2 - c) / (s + 1) ^ 2) s := by
    intro s hs
    have h1 := hpos s hs
    have hq : HasDerivAt (fun s : ℝ => s + 1) 1 s := (hasDerivAt_id' s).add_const 1
    refine (((hq.log h1).const_mul (1 / 2)).fun_add
      ((hasDerivAt_const s (1 / 2 + c)).fun_div hq h1)).congr_deriv ?_
    field_simp
    ring
  have hc : ContinuousOn (fun s : ℝ => (s / 2 - c) / (s + 1) ^ 2) (Set.uIcc 0 u) := by
    refine ContinuousOn.div ?_ ?_ (fun s hs => pow_ne_zero 2 (hpos s hs))
    · fun_prop
    · fun_prop
  have h := intervalIntegral.integral_eq_sub_of_hasDerivAt hd hc.intervalIntegrable
  have h1 : 1 + u ≠ 0 := by linarith
  rw [anisotropy, h]
  simp only [zero_add, Real.log_one]
  rw [add_comm u 1]
  field_simp
  ring

/-- For `u > 0` the anisotropy vanishes exactly when `ln(1+u) = (1+2c) u/(1+u)`. -/
theorem anisotropy_eq_zero_iff (c : ℝ) {u : ℝ} (hu : 0 < u) :
    anisotropy c u = 0 ↔ Real.log (1 + u) = (1 + 2 * c) * (u / (1 + u)) := by
  rw [anisotropy_eq c hu.le]
  constructor <;> intro h <;> linarith

/-- For `u > 0` the anisotropy vanishes exactly when `(1+u) ln(1+u)/u = 1 + 2c`. -/
theorem anisotropy_eq_zero_iff_logRatio (c : ℝ) {u : ℝ} (hu : 0 < u) :
    anisotropy c u = 0 ↔ logRatio u = 1 + 2 * c := by
  have h1 : 1 + u ≠ 0 := by linarith
  rw [anisotropy_eq_zero_iff c hu, logRatio, ← mul_div_assoc, eq_div_iff h1,
    div_eq_iff hu.ne', mul_comm (Real.log (1 + u))]

/-- The ratio `(1+u) ln(1+u)/u` is strictly increasing for `u > 0`. -/
theorem logRatio_strictMonoOn : StrictMonoOn logRatio (Set.Ioi 0) := by
  intro u hu v hv huv
  have hu' : 0 < u := hu
  have hv' : 0 < v := hv
  obtain ⟨t, ht⟩ : ∃ t, t = u / v := ⟨_, rfl⟩
  have htv : t * v = u := by rw [ht, div_mul_cancel₀ _ hv'.ne']
  have ht0 : 0 < t := by rw [ht]; positivity
  have ht1 : t < 1 := by rw [ht, div_lt_one hv']; exact huv
  -- strict convexity of x ln x between 1 and 1 + v
  have h := Real.strictConvexOn_mul_log.2
    (show (1 : ℝ) ∈ Set.Ici 0 from Set.mem_Ici.2 zero_le_one)
    (show 1 + v ∈ Set.Ici (0 : ℝ) from Set.mem_Ici.2 (by linarith))
    (show (1 : ℝ) < 1 + v by linarith).ne
    (show 0 < 1 - t by linarith) ht0 (by ring)
  have e : (1 - t) * 1 + t * (1 + v) = 1 + u := by linear_combination htv
  simp only [smul_eq_mul, e, Real.log_one, mul_zero, zero_add] at h
  have h2 := mul_lt_mul_of_pos_right h hv'
  have e2 : t * ((1 + v) * Real.log (1 + v)) * v = (1 + v) * Real.log (1 + v) * u := by
    linear_combination (1 + v) * Real.log (1 + v) * htv
  rw [e2] at h2
  unfold logRatio
  rw [div_lt_div_iff₀ hu' hv']
  exact h2

/-- In the nonrelativistic limit `c = 1` the positive root lies between 15 and 16. -/
theorem root_one_bounds {u : ℝ} (hu : 0 < u) (z : anisotropy 1 u = 0) : 15 < u ∧ u < 16 := by
  rw [anisotropy_eq_zero_iff_logRatio _ hu] at z
  have h16 : Real.log 16 = 4 * Real.log 2 := by
    rw [show (16 : ℝ) = 2 ^ 4 by norm_num]
    exact_mod_cast Real.log_pow 4 (2 : ℝ)
  have h17 := Real.log_le_sub_one_of_pos (show (0 : ℝ) < 16 / 17 by norm_num)
  rw [Real.log_div (by norm_num) (by norm_num)] at h17
  have a : logRatio 15 < 3 := by
    rw [logRatio, show (1 : ℝ) + 15 = 16 by norm_num, h16, div_lt_iff₀ (by norm_num)]
    linarith [Real.log_two_lt_d9]
  have b : 3 < logRatio 16 := by
    rw [logRatio, show (1 : ℝ) + 16 = 17 by norm_num, lt_div_iff₀ (by norm_num)]
    linarith [Real.log_two_gt_d9]
  exact ⟨(logRatio_strictMonoOn.lt_iff_lt (Set.mem_Ioi.2 (by norm_num)) hu).1 (by linarith),
    (logRatio_strictMonoOn.lt_iff_lt hu (Set.mem_Ioi.2 (by norm_num))).1 (by linarith)⟩

end

end RootOneBounds
```

The error:

```
Main.lean:88:34: error: Application type mismatch: The argument
  2
has type
  ℝ
but is expected to have type
  ℕ
in the application
  Real.log_pow 4 2
```

Cause. The error is in the proof of ln 16 = 4 ln 2, after 16 has been rewritten as 2 ^ 4. The lemma `Real.log_pow`, which takes the exponent out of the logarithm of a power, was given its arguments in the wrong order. Lean reports that the second one should be a natural number, the exponent, but the attempt put the real base `(2 : ℝ)` there and the exponent 4 first. `exact_mod_cast` can adjust casts between number types, but it doesn't reorder arguments.

The repair uses `Real.log_pow` in `rw` with no arguments, so Lean reads the base and the exponent off the goal. This leaves the factor 4 as a natural number cast to the reals. `Nat.cast_ofNat` turns it into the real numeral 4, after which the two sides are identical and `rw` closes the goal. Putting all the steps in a single `rw` is mere tidying.

Fix (accepted with no message):

```diff
@@ -85,6 +85,5 @@
   rw [anisotropy_eq_zero_iff_logRatio _ hu] at z
   have h16 : Real.log 16 = 4 * Real.log 2 := by
-    rw [show (16 : ℝ) = 2 ^ 4 by norm_num]
-    exact_mod_cast Real.log_pow 4 (2 : ℝ)
+    rw [show (16 : ℝ) = 2 ^ 4 by norm_num, Real.log_pow, Nat.cast_ofNat]
   have h17 := Real.log_le_sub_one_of_pos (show (0 : ℝ) < 16 / 17 by norm_num)
   rw [Real.log_div (by norm_num) (by norm_num)] at h17
```
